# The kinetic temperature of Nf independent Maxwellian momenta has relative variance 2/Nf

If Nf ≥ 1 independent momenta have centred Gaussian laws with variances m_i kT, where the masses m_i, Boltzmann's constant k and the temperature T are positive, then the instantaneous kinetic temperature, defined as twice the total kinetic energy divided by Nf k, has mean T and variance 2T²/Nf. For Nf = 189 and T = 300 K its standard deviation lies between 30.8 K and 30.9 K.

```lean
import Mathlib

open MeasureTheory ProbabilityTheory
open scoped NNReal

namespace KineticTemperatureFluctuations

noncomputable section

variable {Ω ι : Type*} [MeasurableSpace Ω] [Fintype ι]

/-- The momenta `p i` are independent centred Gaussian variables with variances `m i * kT`
(for nonnegative `m i * kT`). -/
structure IsMaxwellian (P : Measure Ω) (p : ι → Ω → ℝ) (m : ι → ℝ) (kT : ℝ) : Prop where
  measurable : ∀ i, Measurable (p i)
  law : ∀ i, P.map (p i) = gaussianReal 0 (m i * kT).toNNReal
  indep : iIndepFun p P

/-- The kinetic energy `K = ∑ p_i² / (2 m_i)`, for nonzero masses. -/
def kineticEnergy (p : ι → Ω → ℝ) (m : ι → ℝ) (ω : Ω) : ℝ :=
  ∑ i, p i ω ^ 2 / (2 * m i)

/-- The instantaneous temperature `2 K / (Nf k)`, for nonzero masses, nonzero `k` and at least
one degree of freedom. -/
def kineticTemperature (k : ℝ) (p : ι → Ω → ℝ) (m : ι → ℝ) (ω : Ω) : ℝ :=
  2 * kineticEnergy p m ω / (Fintype.card ι * k)

/-- For nonnegative `m i * kT`, the coordinates of a product of centred Gaussian measures with
variances `m i * kT` are Maxwellian momenta. -/
theorem isMaxwellian_witness (m : ι → ℝ) (kT : ℝ) :
    IsMaxwellian (Measure.pi fun i => gaussianReal 0 (m i * kT).toNNReal)
      (fun i (ω : ι → ℝ) => ω i) m kT where
  measurable i := measurable_pi_apply i
  law i := (measurePreserving_eval (fun i => gaussianReal 0 (m i * kT).toNNReal) i).map_eq
  indep := iIndepFun_pi (X := fun _ => id) (fun _ => measurable_id.aemeasurable)

/-- A function with `g' = a t g` and `g 0 = 1` has second derivative `a` and fourth derivative
`3 a²` at the origin. -/
theorem derivs_of_gaussian_ode {a : ℝ} {g : ℝ → ℝ}
    (hg : ∀ t, HasDerivAt g (a * t * g t) t) (h0 : g 0 = 1) :
    iteratedDeriv 2 g 0 = a ∧ iteratedDeriv 4 g 0 = 3 * a ^ 2 := by
  have hl : ∀ t : ℝ, HasDerivAt (fun t => a * t) a t := fun t =>
    ((hasDerivAt_id' t).const_mul a).congr_deriv (by ring)
  -- each derivative follows from the previous one by the product rule
  have h2 : ∀ t, HasDerivAt (fun t => a * t * g t) (a * g t + a * t * (a * t * g t)) t :=
    fun t => (hl t).fun_mul (hg t)
  have h3 : ∀ t, HasDerivAt (fun t => a * g t + a * t * (a * t * g t))
      (2 * a * (a * t * g t) + a * t * (a * g t + a * t * (a * t * g t))) t := fun t =>
    (((hg t).const_mul a).fun_add ((hl t).fun_mul (h2 t))).congr_deriv (by ring)
  have h4 : ∀ t, HasDerivAt
      (fun t => 2 * a * (a * t * g t) + a * t * (a * g t + a * t * (a * t * g t)))
      (3 * a * (a * g t + a * t * (a * t * g t)) +
        a * t * (2 * a * (a * t * g t) + a * t * (a * g t + a * t * (a * t * g t)))) t :=
    fun t => (((h2 t).const_mul (2 * a)).fun_add ((hl t).fun_mul (h3 t))).congr_deriv (by ring)
  have d1 := funext fun t => (hg t).deriv
  have d2 := funext fun t => (h2 t).deriv
  have d3 := funext fun t => (h3 t).deriv
  have e2 : iteratedDeriv 2 g = deriv (deriv g) := by rw [iteratedDeriv_eq_iterate]; rfl
  have e4 : iteratedDeriv 4 g = deriv (deriv (deriv (deriv g))) := by
    rw [iteratedDeriv_eq_iterate]; rfl
  constructor
  · rw [e2, d1, (h2 0).deriv, h0]; ring
  · rw [e4, d1, d2, d3, (h4 0).deriv, h0]; ring

/-- A centred Gaussian variable of variance `v` has second moment `v` and fourth moment `3 v²`,
and its fourth power is integrable. -/
theorem gaussian_moments {P : Measure Ω} {X : Ω → ℝ} {v : ℝ≥0}
    (hX : Measurable X) (hL : P.map X = gaussianReal 0 v) :
    ∫ ω, X ω ^ 2 ∂P = v ∧ ∫ ω, X ω ^ 4 ∂P = 3 * (v : ℝ) ^ 2 ∧
      Integrable (fun ω => X ω ^ 4) P := by
  have hexp : (0 : ℝ) ∈ interior (integrableExpSet X P) := by
    have hu : integrableExpSet X P = Set.univ := by
      refine Set.eq_univ_of_forall fun t => ?_
      have h := integrable_exp_mul_gaussianReal (μ := 0) (v := v) t
      rw [← hL] at h
      exact h.comp_measurable hX
    rw [hu, interior_univ]
    trivial
  have hm : mgf X P = fun t => Real.exp (v * t ^ 2 / 2) := by
    funext t
    rw [mgf_gaussianReal hL]
    simp
  -- the moment generating function solves the Gaussian differential equation
  have hg : ∀ t, HasDerivAt (mgf X P) (v * t * mgf X P t) t := by
    intro t
    rw [hm]
    have h : HasDerivAt (fun t : ℝ => (v : ℝ) * t ^ 2 / 2) (v * t) t := by
      refine (((hasDerivAt_pow 2 t).const_mul (v : ℝ)).div_const 2).congr_deriv ?_
      show (v : ℝ) * (((2 : ℕ) : ℝ) * t ^ 1) / 2 = v * t
      push_cast
      ring
    exact h.exp.congr_deriv (by ring)
  have key := derivs_of_gaussian_ode hg (by rw [hm]; simp)
  exact ⟨(iteratedDeriv_mgf_zero hexp 2).symm.trans key.1,
    (iteratedDeriv_mgf_zero hexp 4).symm.trans key.2,
    integrable_pow_of_mem_interior_integrableExpSet hexp 4⟩

variable {P : Measure Ω} [IsProbabilityMeasure P] {p : ι → Ω → ℝ} {m : ι → ℝ}

omit [Fintype ι] in
/-- For positive masses and `kT ≥ 0`, the kinetic energy of one Maxwellian momentum is square
integrable, with mean `kT / 2` and variance `(kT)² / 2`. -/
theorem single_momentum {kT : ℝ} (hp : IsMaxwellian P p m kT) (hm : ∀ i, 0 < m i)
    (hkT : 0 ≤ kT) (i : ι) :
    MemLp (fun ω => p i ω ^ 2 / (2 * m i)) 2 P ∧
      ∫ ω, p i ω ^ 2 / (2 * m i) ∂P = kT / 2 ∧
      variance (fun ω => p i ω ^ 2 / (2 * m i)) P = kT ^ 2 / 2 := by
  obtain ⟨m2, m4, i4⟩ := gaussian_moments (hp.measurable i) (hp.law i)
  have hmi : m i ≠ 0 := (hm i).ne'
  rw [Real.coe_toNNReal _ (mul_nonneg (hm i).le hkT)] at m2 m4
  have hsq : (fun ω => (p i ω ^ 2 / (2 * m i)) ^ 2) = fun ω => p i ω ^ 4 / (2 * m i) ^ 2 := by
    funext ω
    ring
  have hLp : MemLp (fun ω => p i ω ^ 2 / (2 * m i)) 2 P := by
    refine (memLp_two_iff_integrable_sq
      (((hp.measurable i).pow_const 2).div_const _).aestronglyMeasurable).2 ?_
    rw [hsq]
    exact i4.div_const _
  have h1 : ∫ ω, p i ω ^ 2 / (2 * m i) ∂P = kT / 2 := by
    rw [integral_div, m2]
    field_simp
  have h2 : ∫ ω, (p i ω ^ 2 / (2 * m i)) ^ 2 ∂P = 3 / 4 * kT ^ 2 := by
    rw [hsq, integral_div, m4, div_eq_iff (by positivity)]
    ring
  refine ⟨hLp, h1, ?_⟩
  rw [variance_eq_sub hLp]
  simp only [Pi.pow_apply]
  rw [h2, h1]
  ring

/-- For positive masses and `kT ≥ 0`, the kinetic energy of `Nf` Maxwellian momenta has mean
`Nf kT / 2` and variance `Nf (kT)² / 2`. -/
theorem kineticEnergy_mean_variance {kT : ℝ} (hp : IsMaxwellian P p m kT)
    (hm : ∀ i, 0 < m i) (hkT : 0 ≤ kT) :
    ∫ ω, kineticEnergy p m ω ∂P = Fintype.card ι * kT / 2 ∧
      variance (kineticEnergy p m) P = Fintype.card ι * kT ^ 2 / 2 := by
  have h := single_momentum hp hm hkT
  constructor
  · simp only [kineticEnergy]
    rw [MeasureTheory.integral_finsetSum _ fun i _ => (h i).1.integrable (by norm_num),
      Finset.sum_congr rfl fun i _ => (h i).2.1]
    simp only [Finset.sum_const, Finset.card_univ, nsmul_eq_mul]
    ring
  · have hK : kineticEnergy p m = ∑ i, fun ω => p i ω ^ 2 / (2 * m i) := by
      funext ω
      simp [kineticEnergy]
    have hφ : ∀ i, Measurable fun x : ℝ => x ^ 2 / (2 * m i) := fun i => by fun_prop
    -- independence makes the variances add
    rw [hK, IndepFun.variance_sum (fun i _ => (h i).1)
      (fun i _ j _ hij => (hp.indep.indepFun hij).comp (hφ i) (hφ j)),
      Finset.sum_congr rfl fun i _ => (h i).2.2]
    simp only [Finset.sum_const, Finset.card_univ, nsmul_eq_mul]
    ring

/-- For at least one degree of freedom and positive masses, `k` and `T`, the instantaneous
temperature of Maxwellian momenta has mean `T` and relative variance `2 / Nf`. -/
theorem kineticTemperature_mean_variance [Nonempty ι] {k T : ℝ}
    (hp : IsMaxwellian P p m (k * T)) (hm : ∀ i, 0 < m i) (hk : 0 < k) (hT : 0 < T) :
    ∫ ω, kineticTemperature k p m ω ∂P = T ∧
      variance (kineticTemperature k p m) P / T ^ 2 = 2 / Fintype.card ι := by
  obtain ⟨h1, h2⟩ := kineticEnergy_mean_variance hp hm (mul_pos hk hT).le
  have hN : (Fintype.card ι : ℝ) ≠ 0 := Nat.cast_ne_zero.2 Fintype.card_ne_zero
  have hK : kineticTemperature k p m =
      fun ω => 2 / (Fintype.card ι * k) * kineticEnergy p m ω := by
    funext ω
    unfold kineticTemperature
    ring
  constructor
  · simp only [hK]
    rw [integral_const_mul, h1]
    field_simp
  · rw [hK, variance_const_mul, h2]
    field_simp

/-- For 189 Maxwellian degrees of freedom at `T = 300`, with positive masses and `k`, the standard
deviation of the instantaneous temperature lies between 30.8 and 30.9. -/
theorem temperature_deviation_189 {k : ℝ} (hp : IsMaxwellian P p m (k * 300))
    (hm : ∀ i, 0 < m i) (hk : 0 < k) (hN : Fintype.card ι = 189) :
    30.8 < √(variance (kineticTemperature k p m) P) ∧
      √(variance (kineticTemperature k p m) P) < 30.9 := by
  have : Nonempty ι := Fintype.card_pos_iff.1 (by omega)
  have h := (kineticTemperature_mean_variance hp hm hk (by norm_num)).2
  rw [div_eq_iff (by norm_num), hN] at h
  rw [h]
  constructor
  · rw [Real.lt_sqrt (by norm_num)]
    norm_num
  · rw [Real.sqrt_lt' (by norm_num)]
    norm_num

/-- For at least one degree of freedom and positive masses, `k`, `T` and `δ`, the instantaneous
temperature of Maxwellian momenta deviates from `T` by `δ` or more with probability at most
`(2 / Nf) (T / δ)²`. -/
theorem temperature_deviation_probability [Nonempty ι] {k T δ : ℝ}
    (hp : IsMaxwellian P p m (k * T)) (hm : ∀ i, 0 < m i) (hk : 0 < k) (hT : 0 < T)
    (hδ : 0 < δ) :
    P {ω | δ ≤ |kineticTemperature k p m ω - T|} ≤
      ENNReal.ofReal (2 / Fintype.card ι * (T / δ) ^ 2) := by
  obtain ⟨h1, h2⟩ := kineticTemperature_mean_variance hp hm hk hT
  rw [div_eq_iff (by positivity)] at h2
  have hLp : MemLp (kineticTemperature k p m) 2 P := by
    have hs : MemLp (kineticEnergy p m) 2 P :=
      MeasureTheory.memLp_finsetSum _ fun i _ => (single_momentum hp hm (mul_pos hk hT).le i).1
    have hK : kineticTemperature k p m =
        fun ω => 2 / (Fintype.card ι * k) * kineticEnergy p m ω := by
      funext ω
      unfold kineticTemperature
      ring
    rw [hK]
    exact hs.const_mul _
  -- Chebyshev's inequality
  have h := meas_ge_le_variance_div_sq hLp hδ
  rw [h1, h2] at h
  rwa [div_pow, ← mul_div_assoc]

end

end KineticTemperatureFluctuations
```

```lean
#print axioms KineticTemperatureFluctuations.kineticTemperature_mean_variance
#print axioms KineticTemperatureFluctuations.temperature_deviation_189
#print axioms KineticTemperatureFluctuations.temperature_deviation_probability
```

```
'KineticTemperatureFluctuations.kineticTemperature_mean_variance' depends on axioms: [propext, Classical.choice, Quot.sound]
'KineticTemperatureFluctuations.temperature_deviation_189' depends on axioms: [propext, Classical.choice, Quot.sound]
'KineticTemperatureFluctuations.temperature_deviation_probability' depends on axioms: [propext, Classical.choice, Quot.sound]
```

## Momenta as random variables

The momenta p_i are real random variables on a probability space `Ω` with measure `P`. The index i runs over a finite type `ι`, one value for each degree of freedom, so Nf is `Fintype.card ι`. For atoms in three dimensions, i labels a Cartesian component, and the three components of one atom carry the same mass.

The structure `IsMaxwellian P p m kT` says three things: each p_i is measurable, its law is Gaussian with mean 0 and variance m_i kT, and the whole family is independent. It contains no statement about energies or fourth moments. Mathlib's `gaussianReal` takes the variance, not the standard deviation, as its second argument. That argument must be a nonnegative real, hence the conversion `toNNReal`, which changes nothing when m_i kT ≥ 0.

Two functions on the sample space carry the physics:

K = Σ_i p_i²/(2m_i)

T_kin = 2K/(Nf k)

They are `kineticEnergy` and `kineticTemperature`. Means are integrals over `P`, and variances are Mathlib's `variance`.

`kineticEnergy_mean_variance` states, for positive masses and kT ≥ 0, that K has mean Nf kT/2 and variance Nf (kT)²/2. This includes Nf = 0, where K is zero. `kineticTemperature_mean_variance` requires at least one degree of freedom and positive masses, k and T; it gives mean T and relative variance 2/Nf. `temperature_deviation_189` is the numerical case, and `temperature_deviation_probability` bounds the chance of a deviation of at least δ > 0. The file works with pure numbers: k is any positive real, and 300 becomes 300 K once k is expressed in energy per kelvin.

## What the Gaussian law stands for in a simulation

For a classical system whose potential energy depends only on positions, the canonical distribution contains the factor exp(−K/(kT)). This makes unconstrained Cartesian momenta independent Gaussians with variances m_i kT. The theorems take this law as given; they don't derive it from the equations of motion of a thermostat.

For classical nuclei with these independent Gaussian momenta, the result gives the spread of instantaneous temperatures that a canonical molecular dynamics run should show. A deterministic thermostat that held T_kin fixed at every step would not reproduce this momentum distribution. The spread concerns single instants; the uncertainty of a time average also depends on how successive values are correlated.

The number 189 equals 3·64 − 3, the count for 64 atoms with zero total momentum. The 192 Cartesian momenta are then correlated, so they don't satisfy `IsMaxwellian` themselves. The theorem applies to 189 independent momentum coordinates in which K is a sum of squares; the change to such coordinates is left to the reader.

Independence matters for the variance even when every single momentum has the right law. Take two equal masses m and set p_2 = p_1, with p_1 Gaussian of variance m kT and kT > 0. Then K = p_1²/m. Its mean is still kT, but its variance is 2(kT)² instead of (kT)², and T_kin has relative variance 2 instead of 1.

## From one Gaussian momentum to the temperature

Write E[·] for the mean and Var for the variance. Let X be a centred Gaussian variable of variance v, and let g(t) = E[exp(tX)] be its moment generating function. Then

g(t) = exp(vt²/2), g(0) = 1, g′(t) = v t g(t).

Repeated use of the product rule gives

g″(t) = (v + v²t²) g(t)

g‴(t) = (3v²t + v³t³) g(t)

g⁗(t) = (3v² + 6v³t² + v⁴t⁴) g(t).

Since exp(tX) has a finite mean for every t, the derivatives of g at 0 are the moments of X:

E[X²] = v, E[X⁴] = 3v².

Now put X = p_i and v = m_i kT, and write ε_i = p_i²/(2m_i) for the energy of one momentum. The mass cancels:

E[ε_i] = m_i kT/(2m_i) = kT/2

E[ε_i²] = 3(m_i kT)²/(4m_i²) = (3/4)(kT)²

Var(ε_i) = (3/4)(kT)² − (1/4)(kT)² = (kT)²/2.

The total energy is K = Σ_i ε_i. Means always add. The energies are functions of independent momenta, so their covariances vanish and their variances add as well:

E[K] = Nf kT/2

Var(K) = Nf (kT)²/2.

For Nf ≥ 1, the temperature is K multiplied by 2/(Nf k). The mean scales with this factor and the variance with its square:

E[T_kin] = (2/(Nf k)) · (Nf kT/2) = T

Var(T_kin) = (4/(Nf² k²)) · (Nf k²T²/2) = 2T²/Nf.

Division by T² leaves 2/Nf. For Nf = 189 and T = 300 K the variance is 180000/189 ≈ 952.4 K². This lies between 30.8² = 948.64 and 30.9² = 954.81, which gives the stated bounds on the standard deviation.

Finally, Chebyshev's inequality bounds the probability of a deviation by the variance over δ²:

Prob(|T_kin − T| ≥ δ) ≤ (2/Nf)(T/δ)².

With the same numbers and δ = 100 K, the right-hand side is about 0.095. This is an upper bound, not an estimate: the actual probability is much smaller.

## The same steps in Lean

`isMaxwellian_witness` supplies a concrete model: the sample space is the space of momentum vectors, the measure is a product of Gaussians, and the momenta are the coordinates. Thus momenta of the required kind exist for every finite number of degrees of freedom.

`derivs_of_gaussian_ode` takes any function g with g′ = a t g and g(0) = 1 and carries out the three further differentiations. The facts `h2`, `h3` and `h4` give the derivatives of g′, g″ and g‴, each built from the preceding ones by the product rule. Evaluation at 0 then yields a and 3a².

`gaussian_moments` connects this calculation to probability. It first shows that exp(tX) is integrable for every t, so that 0 is an interior point of the set where the moment generating function is finite. This allows `iteratedDeriv_mgf_zero` to identify derivatives at 0 with moments. The explicit formula for the Gaussian generating function supplies the differential equation, and the preceding lemma gives v and 3v². The integrability of X⁴ is recorded too, because the variance of the energy needs it.

`single_momentum` applies these moments to ε_i. Integrability of p_i⁴ makes ε_i square integrable, which Lean writes as `MemLp` with exponent 2. The identity `variance_eq_sub` then expresses the variance as the mean square minus the squared mean, and the values 3/4 and 1/4 combine as above.

In `kineticEnergy_mean_variance`, the integral of the finite sum is split into single integrals. For the variance, `hp.indep.indepFun hij` extracts the independence of two different momenta, and composition with the maps x ↦ x²/(2m_i) carries it over to their energies. `IndepFun.variance_sum` then adds the variances. Each sum has Nf equal terms.

`kineticTemperature_mean_variance` writes T_kin as a constant times K and applies the scaling rules for mean and variance. In `temperature_deviation_189`, the two bounds on the square root are turned into comparisons of squares, which `norm_num` decides with rational numbers. The last theorem checks that T_kin is square integrable and applies Mathlib's form of Chebyshev's inequality, `meas_ge_le_variance_div_sq`. Its bound is wrapped in `ENNReal.ofReal` because measures in Mathlib take values in the extended nonnegative reals.
